# A conjugate-linear symmetry pairs eigenvalues $l$ and $\bar l$ of a non-Hermitian Hamiltonian

Take a spin one-half whose upper component is amplified and whose lower component decays at the same rate. In suitable units its Hamiltonian is $H=i\sigma_z$. It commutes with time reversal $T=i\sigma_yK$, where $K$ is complex conjugation, and $T^2=-1$. For a Hermitian $H$ this would force every level to be at least doubly degenerate, yet here the eigenvalues are $i$ and $-i$, each with a single ray of eigenvectors. Where is the Kramers partner?

## The partner sits at the conjugate eigenvalue

Let $H$ be linear and $A$ injective and conjugate-linear, with $AH=HA$. If $Hx=lx$ and $x\neq0$, then

$$H(Ax)=\bar l\,Ax,\qquad Ax\neq0.$$

If $Ax$ is a multiple of $x$, then $l$ is real. The converse holds when the eigenspace of $l$ is the single ray through $x$. If $A^2=-1$ and $l$ is real, $x$ and $Ax$ are independent eigenvectors at $l$.

## Filling in half a spectrum

A code that diagonalises a finite non-Hermitian model with such a symmetry may compute one eigenvector of each pair and generate the other by applying $A$. The generated vector must be stored with $\bar l$, not $l$. The two values coincide when $l$ is real. In that case $A^2=-1$ guarantees that the generated vector is an independent, degenerate partner; without that condition it may be a multiple of the vector already computed.

## From the eigenvalue equation to the pairs

Apply $A$ to $Hx=lx$:

$$H(Ax)=A(Hx)=A(lx)=\bar l\,Ax.$$

Since $A0=0$ and $A$ is injective, $Ax\neq0$.

If $Ax=cx$, then also $H(Ax)=cHx=l\,Ax$. Subtracting gives $(\bar l-l)Ax=0$, so $\bar l=l$. Conversely, if $l$ is real, $Ax$ lies in the eigenspace of $l$; when that is a single ray, $Ax$ is a multiple of $x$.

Now let $A^2=-1$. This makes $A$ injective, because $Av=Aw$ gives $-v=-w$. If $Ax=cx$ held, then

$$-x=A(cx)=\bar c\,Ax=|c|^2x,$$

which is impossible. Suppose $sx+tAx=0$. If $t\neq0$, then $Ax=-(s/t)x$, which is excluded; so $t=0$, and then $s=0$.

For the spin, with components numbered 0 and 1,

$$Hv=(iv_0,-iv_1),\qquad Tv=(\bar v_1,-\bar v_0).$$

Hence $T^2v=-v$ and $THv=(i\bar v_1,i\bar v_0)=HTv$. An eigenvector with $v_0\neq0$ has $l=i$, and then $2iv_1=0$. One with $v_0=0$ has $v_1\neq0$ and $l=-i$. $T$ exchanges the two rays.

A gain-loss dimer shows the real case:

$$H=\begin{pmatrix}3i&5\\5&-3i\end{pmatrix},\qquad A=\sigma_xK.$$

The normalised vector $(3+i,3-i)/\sqrt{20}$ is an eigenvector at 4, and $A$ leaves it unchanged. The code uses it without the factor $1/\sqrt{20}$.

## The Lean file

```lean
import Mathlib

open Matrix ComplexConjugate

namespace NonHermitianAntiunitary

noncomputable section

variable {V : Type*} [AddCommGroup V] [Module ℂ V]

/-- The nonzero vector `x` is an eigenvector of `H` with eigenvalue `l`. -/
def IsEigenpair (H : V →ₗ[ℂ] V) (l : ℂ) (x : V) : Prop :=
  x ≠ 0 ∧ H x = l • x

/-- An injective conjugate-linear symmetry maps an eigenvector at `l` to an eigenvector
at the complex conjugate of `l`. -/
theorem eigenpair_conj {H : V →ₗ[ℂ] V} {A : V →ₛₗ[starRingEnd ℂ] V}
    (hA : Function.Injective A) (hcomm : ∀ v, A (H v) = H (A v))
    {l : ℂ} {x : V} (hx : IsEigenpair H l x) : IsEigenpair H (conj l) (A x) := by
  refine ⟨fun h => hx.1 (hA (h.trans (map_zero A).symm)), ?_⟩
  rw [← hcomm, hx.2, map_smulₛₗ]

/-- If the symmetry maps an eigenvector to a multiple of itself, the eigenvalue is real. -/
theorem eigenvalue_real_of_invariant {H : V →ₗ[ℂ] V} {A : V →ₛₗ[starRingEnd ℂ] V}
    (hA : Function.Injective A) (hcomm : ∀ v, A (H v) = H (A v))
    {l c : ℂ} {x : V} (hx : IsEigenpair H l x) (hc : A x = c • x) : l.im = 0 := by
  have h1 := eigenpair_conj hA hcomm hx
  -- the vector `A x` also lies on the original ray, so it has eigenvalue `l` too
  have h2 : H (A x) = l • A x := by
    rw [hc, map_smul, hx.2, smul_comm]
  have h3 : conj l = l := smul_left_injective ℂ h1.1 (h1.2.symm.trans h2)
  exact Complex.conj_eq_iff_im.mp h3

/-- When the eigenspace of `l` is a single ray, `l` is real exactly if the symmetry maps
the eigenvector to a multiple of itself. -/
theorem simple_eigenvalue_real_iff {H : V →ₗ[ℂ] V} {A : V →ₛₗ[starRingEnd ℂ] V}
    (hA : Function.Injective A) (hcomm : ∀ v, A (H v) = H (A v))
    {l : ℂ} {x : V} (hx : IsEigenpair H l x)
    (hsimple : ∀ y, H y = l • y → ∃ c : ℂ, y = c • x) :
    l.im = 0 ↔ ∃ c : ℂ, A x = c • x := by
  constructor
  · intro hl
    have h := (eigenpair_conj hA hcomm hx).2
    rw [Complex.conj_eq_iff_im.mpr hl] at h
    exact hsimple _ h
  · rintro ⟨c, hc⟩
    exact eigenvalue_real_of_invariant hA hcomm hx hc

/-- A conjugate-linear map that squares to minus one on a nonzero vector does not map
that vector to a multiple of itself. -/
theorem no_invariant_ray {A : V →ₛₗ[starRingEnd ℂ] V} {x : V} (hx : x ≠ 0)
    (hsq : A (A x) = -x) (c : ℂ) : A x ≠ c • x := by
  intro hc
  have h1 : (conj c * c) • x = (-1 : ℂ) • x := by
    rw [neg_one_smul, ← hsq, hc, map_smulₛₗ, hc, smul_smul]
  have h2 : conj c * c = -1 := smul_left_injective ℂ hx h1
  -- the left side is the squared modulus of `c`
  have h3 := congrArg Complex.re h2
  simp only [Complex.mul_re, Complex.conj_re, Complex.conj_im, Complex.neg_re,
    Complex.one_re] at h3
  nlinarith [sq_nonneg c.re, sq_nonneg c.im]

/-- Kramers degeneracy at a real eigenvalue of a possibly non-Hermitian `H`: if the symmetry
squares to minus one, `x` and `A x` are linearly independent eigenvectors at `l`. -/
theorem kramers_of_real_eigenvalue {H : V →ₗ[ℂ] V} {A : V →ₛₗ[starRingEnd ℂ] V}
    (hsq : ∀ v, A (A v) = -v) (hcomm : ∀ v, A (H v) = H (A v))
    {l : ℂ} {x : V} (hx : IsEigenpair H l x) (hl : l.im = 0) :
    IsEigenpair H l (A x) ∧ LinearIndependent ℂ ![x, A x] := by
  have hA : Function.Injective A := by
    intro v w h
    have h2 : A (A v) = A (A w) := by rw [h]
    rw [hsq, hsq] at h2
    exact neg_injective h2
  constructor
  · have h := eigenpair_conj hA hcomm hx
    rwa [Complex.conj_eq_iff_im.mpr hl] at h
  · rw [LinearIndependent.pair_iff]
    intro s t h
    by_cases ht : t = 0
    · rw [ht, zero_smul, add_zero] at h
      exact ⟨(smul_eq_zero.mp h).resolve_right hx.1, ht⟩
    · -- a dependence would make the ray of `x` invariant
      exfalso
      apply no_invariant_ray hx.1 (hsq x) (-(t⁻¹ * s))
      have h2 : t • A x = -(s • x) := eq_neg_of_add_eq_zero_right h
      calc A x = t⁻¹ • (t • A x) := by rw [smul_smul, inv_mul_cancel₀ ht, one_smul]
        _ = (-(t⁻¹ * s)) • x := by rw [h2, smul_neg, smul_smul, neg_smul]

/-- Complex conjugation of a two-component state followed by the matrix `U`. -/
def conjThen (U : Matrix (Fin 2) (Fin 2) ℂ) :
    (Fin 2 → ℂ) →ₛₗ[starRingEnd ℂ] (Fin 2 → ℂ) where
  toFun v := U *ᵥ star v
  map_add' v w := by simp only [star_add, Matrix.mulVec_add]
  map_smul' c v := by simp only [star_smul, Matrix.mulVec_smul, starRingEnd_apply]

/-- The Hamiltonian `i σ_z`. -/
def spinH : (Fin 2 → ℂ) →ₗ[ℂ] (Fin 2 → ℂ) :=
  (Complex.I • !![1, 0; 0, -1] : Matrix (Fin 2) (Fin 2) ℂ).mulVecLin

/-- Time reversal `T = i σ_y K` of a spin one-half. -/
def spinT : (Fin 2 → ℂ) →ₛₗ[starRingEnd ℂ] (Fin 2 → ℂ) :=
  conjThen (Complex.I • !![0, -Complex.I; Complex.I, 0])

/-- The action of `i σ_z` and of time reversal on the two spin components. -/
theorem spin_action (v : Fin 2 → ℂ) :
    spinH v = ![Complex.I * v 0, -(Complex.I * v 1)] ∧
      spinT v = ![conj (v 1), -conj (v 0)] := by
  have hz : (Complex.I • !![1, 0; 0, -1] : Matrix (Fin 2) (Fin 2) ℂ)
      = !![Complex.I, 0; 0, -Complex.I] := by
    ext i j; fin_cases i <;> fin_cases j <;> simp
  have hy : (Complex.I • !![0, -Complex.I; Complex.I, 0] : Matrix (Fin 2) (Fin 2) ℂ)
      = !![0, 1; -1, 0] := by
    ext i j; fin_cases i <;> fin_cases j <;> simp
  constructor
  · change (Complex.I • !![1, 0; 0, -1] : Matrix (Fin 2) (Fin 2) ℂ) *ᵥ v = _
    rw [hz]
    ext i; fin_cases i <;> simp [Matrix.mulVec, dotProduct, Fin.sum_univ_succ]
  · change (Complex.I • !![0, -Complex.I; Complex.I, 0] : Matrix (Fin 2) (Fin 2) ℂ)
      *ᵥ star v = _
    rw [hy]
    ext i; fin_cases i <;> simp [Matrix.mulVec, dotProduct, Fin.sum_univ_succ]

/-- Time reversal `i σ_y K` squares to minus one, is injective and commutes with `i σ_z`. -/
theorem spin_witness : (∀ v, spinT (spinT v) = -v) ∧ Function.Injective spinT ∧
    ∀ v, spinT (spinH v) = spinH (spinT v) := by
  have hsq : ∀ v, spinT (spinT v) = -v := by
    intro v
    rw [(spin_action (spinT v)).2, (spin_action v).2]
    ext i; fin_cases i <;> simp
  refine ⟨hsq, ?_, ?_⟩
  · intro v w h
    have h2 : spinT (spinT v) = spinT (spinT w) := by rw [h]
    rw [hsq, hsq] at h2
    exact neg_injective h2
  · intro v
    rw [(spin_action (spinH v)).2, (spin_action v).1, (spin_action (spinT v)).1,
      (spin_action v).2]
    ext i; fin_cases i <;> simp

/-- The eigenvectors of `i σ_z` are the nonzero pure upper states, at `i`, and the nonzero
pure lower states, at `-i`. -/
theorem spin_spectrum (l : ℂ) (x : Fin 2 → ℂ) : IsEigenpair spinH l x ↔
    (l = Complex.I ∧ x 0 ≠ 0 ∧ x 1 = 0) ∨ (l = -Complex.I ∧ x 0 = 0 ∧ x 1 ≠ 0) := by
  constructor
  · rintro ⟨hx, h⟩
    rw [(spin_action x).1] at h
    have e0 : Complex.I * x 0 = l * x 0 := congrFun h 0
    have e1 : -(Complex.I * x 1) = l * x 1 := congrFun h 1
    by_cases h0 : x 0 = 0
    · have h1 : x 1 ≠ 0 := by
        intro h1
        apply hx
        ext i; fin_cases i <;> simp [h0, h1]
      exact Or.inr ⟨mul_right_cancel₀ h1 (by linear_combination -e1), h0, h1⟩
    · have hl : l = Complex.I := mul_right_cancel₀ h0 e0.symm
      rw [hl] at e1
      have h2 : (2 * Complex.I) * x 1 = 0 := by linear_combination -e1
      exact Or.inl ⟨hl, h0, (mul_eq_zero.mp h2).resolve_left (by simp)⟩
  · rintro (⟨hl, h0, h1⟩ | ⟨hl, h0, h1⟩)
    · refine ⟨fun h => h0 (congrFun h 0), ?_⟩
      rw [(spin_action x).1, hl]
      ext i; fin_cases i <;> simp [h1]
    · refine ⟨fun h => h1 (congrFun h 1), ?_⟩
      rw [(spin_action x).1, hl]
      ext i; fin_cases i <;> simp [h0]

/-- A two-site Hamiltonian with gain and loss of strength 3 and coupling 5. -/
def dimerH : (Fin 2 → ℂ) →ₗ[ℂ] (Fin 2 → ℂ) :=
  (!![3 * Complex.I, 5; 5, -(3 * Complex.I)] : Matrix (Fin 2) (Fin 2) ℂ).mulVecLin

/-- Site exchange with complex conjugation is an injective symmetry of the gain-loss dimer,
and it leaves the eigenvector `(3 + i, 3 - i)` at eigenvalue 4 unchanged. -/
theorem dimer_witness : Function.Injective (conjThen !![0, 1; 1, 0]) ∧
    (∀ v, conjThen !![0, 1; 1, 0] (dimerH v) = dimerH (conjThen !![0, 1; 1, 0] v)) ∧
    IsEigenpair dimerH 4 ![3 + Complex.I, 3 - Complex.I] ∧
    conjThen !![0, 1; 1, 0] ![3 + Complex.I, 3 - Complex.I]
      = (1 : ℂ) • ![3 + Complex.I, 3 - Complex.I] := by
  have hP : ∀ v, conjThen !![0, 1; 1, 0] v = ![conj (v 1), conj (v 0)] := by
    intro v
    change (!![0, 1; 1, 0] : Matrix (Fin 2) (Fin 2) ℂ) *ᵥ star v = _
    ext i; fin_cases i <;> simp [Matrix.mulVec, dotProduct, Fin.sum_univ_succ]
  have hH : ∀ v, dimerH v = ![3 * Complex.I * v 0 + 5 * v 1,
      5 * v 0 + -(3 * Complex.I) * v 1] := by
    intro v
    change (!![3 * Complex.I, 5; 5, -(3 * Complex.I)] : Matrix (Fin 2) (Fin 2) ℂ) *ᵥ v = _
    ext i; fin_cases i <;> simp [Matrix.mulVec, dotProduct, Fin.sum_univ_succ]
  refine ⟨?_, ?_, ⟨?_, ?_⟩, ?_⟩
  · intro v w h
    rw [hP, hP] at h
    have a : conj (v 1) = conj (w 1) := congrFun h 0
    have b : conj (v 0) = conj (w 0) := congrFun h 1
    ext i
    fin_cases i
    · exact (starRingEnd ℂ).injective b
    · exact (starRingEnd ℂ).injective a
  · intro v
    rw [hP, hH, hH, hP]
    ext i
    fin_cases i <;> apply Complex.ext <;> simp <;> ring
  · intro h
    have h0 : 3 + Complex.I = 0 := congrFun h 0
    have h1 := congrArg Complex.im h0
    simp at h1
  · rw [hH]
    ext i
    fin_cases i <;> apply Complex.ext <;> simp <;> norm_num
  · rw [hP, one_smul]
    ext i
    fin_cases i <;> apply Complex.ext <;> simp

end

end NonHermitianAntiunitary
```

```lean
#print axioms NonHermitianAntiunitary.simple_eigenvalue_real_iff
#print axioms NonHermitianAntiunitary.kramers_of_real_eigenvalue
#print axioms NonHermitianAntiunitary.spin_spectrum
```

```
'NonHermitianAntiunitary.simple_eigenvalue_real_iff' depends on axioms: [propext, Classical.choice, Quot.sound]
'NonHermitianAntiunitary.kramers_of_real_eigenvalue' depends on axioms: [propext, Classical.choice, Quot.sound]
'NonHermitianAntiunitary.spin_spectrum' depends on axioms: [propext, Classical.choice, Quot.sound]
```

## Reading the theorems, and their limits

`IsEigenpair H l x` says that $x$ is nonzero and $Hx=lx$. `hcomm` expresses the symmetry. `hA` is injectivity, which a physical antiunitary operator has because it preserves norms. `hsimple` assumes a single ray of eigenvectors; it says nothing about algebraic multiplicity.

`eigenpair_conj` is the pairing, and the two theorems after it treat invariant rays. `kramers_of_real_eigenvalue` uses `no_invariant_ray` to exclude a dependence between $x$ and $Ax$. `spin_witness` and `spin_spectrum` settle the opening example by components, and `dimer_witness` checks the symmetry of the dimer and its invariant eigenvector at 4, not its whole spectrum.

The proof turns on the type `V →ₛₗ[starRingEnd ℂ] V`, a map that is semilinear over conjugation. For such a map, `map_smulₛₗ` turns $A(lx)$ into $\bar l\,Ax$. The same rule produces $\bar c c$ in `no_invariant_ray`; a linear $A$ would give $c^2=-1$, which has solutions. `smul_left_injective` then cancels the nonzero vector and leaves an equation between scalars.

The space may have any dimension, but $H$ and $A$ act on all of it, so an unbounded operator with a restricted domain is covered only on a subspace that $H$ and $A$ both map into itself, taken as the space `V`. Continuous spectra are not covered, nor are rounding errors that break the commutation slightly.

$A$ could also have been modelled as an antiunitary operator on an inner-product space. Injectivity would then follow from norm preservation, and for $A^2=-1$ the vectors $x$ and $Ax$ would be orthogonal, not merely independent. The price would be a narrower theorem, since the pairing needs no inner product.
